# One electron on distant quadratic fragments: shared by softness for positive hardness, localized for negative hardness

Let one extra electron be divided among $n$ distant fragments with a common chemical potential $\mu$ and hardnesses $h_i$. The shares satisfy $x_i\ge 0$ and $\sum_i x_i=1$, and the model energy is

$$E(x)=\sum_i\left(\mu x_i+\tfrac12 h_i x_i^2\right).$$

If every $h_i$ is positive, there is exactly one ground state: the shares are proportional to $1/h_i$. If every $h_i$ is negative, the ground states are exactly the states with the whole electron on a fragment of lowest, that is most negative, hardness. For identical fragments of hardness $h$, these are equal sharing for $h>0$ and all localized states for $h<0$. The energy of full localization minus that of equal sharing is $h(1-1/n)/2$ for either sign of $h$.

## Energy, shares and softness

The fragments are labelled by a finite type `ι`, and a distribution of the electron is a real function on it.

```lean
import Mathlib

open Finset

namespace SharedElectron

noncomputable section

variable {ι : Type*} [Fintype ι]
```

The energy is measured from the fragments without the extra electron. The chemical potential $\mu$ is the initial slope of a fragment's energy as a function of its share $x_i$ of the electron, and the hardness $h_i$ is the curvature. The model takes $\mu$ to be common to all fragments, stops at second order and has no interaction between fragments.

```lean
/-- The energy of distant fragments with common chemical potential `μ` and hardnesses `h i`,
when fragment `i` holds the share `x i` of the extra electron. -/
def energy (μ : ℝ) (h x : ι → ℝ) : ℝ := ∑ i, (μ * x i + h i * x i ^ 2 / 2)
```

Admissible shares are nonnegative and sum to one.

```lean
/-- An admissible sharing of one electron: nonnegative shares that sum to one. -/
def Sharing (x : ι → ℝ) : Prop := (∀ i, 0 ≤ x i) ∧ ∑ i, x i = 1
```

A ground state is a global minimizer among admissible sharings, so the definition leaves room for several.

```lean
/-- A ground state: an admissible sharing whose energy no other admissible sharing undercuts. -/
def IsGround (μ : ℝ) (h x : ι → ℝ) : Prop :=
  Sharing x ∧ ∀ y, Sharing y → energy μ h x ≤ energy μ h y
```

Localization on fragment $k$ means $x_k=1$ and all other shares zero.

```lean
/-- The state in which fragment `k` holds the whole electron. -/
def localized {ι : Type*} [DecidableEq ι] (k : ι) : ι → ℝ := fun i => if i = k then 1 else 0
```

The softness of a fragment is $1/h_i$, and the total softness is $S=\sum_i 1/h_i$.

```lean
/-- The total softness, the sum of the inverse hardnesses, for nonzero hardnesses. -/
def softness (h : ι → ℝ) : ℝ := ∑ i, 1 / h i
```

The candidate ground state for positive hardness has the shares $s_i=(1/h_i)/S$.

```lean
/-- Shares proportional to the softness of each fragment, for nonzero hardnesses and nonzero
total softness. -/
def softShares (h : ι → ℝ) : ι → ℝ := fun i => (1 / h i) / softness h
```

## The chemical potential drops out of the competition

Since $\sum_i\mu x_i=\mu$, every sharing of one electron has

$$E(x)=\mu+\sum_i\tfrac12 h_i x_i^2 .$$

Only the curvature terms distinguish one sharing from another.

```lean
/-- For one shared electron the chemical potential contributes the constant `μ`. -/
theorem energy_eq (μ : ℝ) (h : ι → ℝ) {x : ι → ℝ} (hx : ∑ i, x i = 1) :
    energy μ h x = μ + ∑ i, h i * x i ^ 2 / 2 := by
  unfold energy
  rw [sum_add_distrib, ← mul_sum, hx, mul_one]
```

For the state localized on $k$, a single term of the sum survives, and the energy is $\mu+h_k/2$.

```lean
/-- Localizing the electron on fragment `k` is an admissible sharing with energy
`μ + h k / 2`. -/
theorem energy_localized [DecidableEq ι] (μ : ℝ) (h : ι → ℝ) (k : ι) :
    Sharing (localized k) ∧ energy μ h (localized k) = μ + h k / 2 := by
  have hs : Sharing (localized k) := by
    refine ⟨fun i => ?_, by simp [localized]⟩
    unfold localized
    split_ifs <;> norm_num
  refine ⟨hs, ?_⟩
  rw [energy_eq μ h hs.2, sum_eq_single k]
  · simp [localized]
  · intro i _ hi
    simp [localized, hi]
  · intro hk
    exact absurd (mem_univ k) hk
```

## Positive hardness: completing the square

Because $h_i s_i=1/S$, expanding the square on each fragment gives

$$\tfrac12 h_i(x_i-s_i)^2=\tfrac12 h_i x_i^2-\frac{x_i}{S}+\frac{1}{2S^2h_i}.$$

Summed over $i$, the last two terms give $-1/S+1/(2S)=-1/(2S)$. Therefore

$$E(x)=\mu+\frac1{2S}+\sum_i\tfrac12 h_i(x_i-s_i)^2 .$$

In the proof, `key` is the identity for one fragment, and `h1` and `h2` are the two sums. The formula for $E(x)$ uses $\sum_i x_i=1$ but not the sign of the shares.

```lean
/-- For positive hardnesses, the energy of one shared electron is `μ + 1 / (2 S)`, with `S` the
total softness, plus a quadratic penalty for departing from the softness-weighted shares. -/
theorem energy_excess [Nonempty ι] (μ : ℝ) {h x : ι → ℝ} (hh : ∀ i, 0 < h i)
    (hx : ∑ i, x i = 1) :
    energy μ h x = μ + 1 / (2 * softness h) + ∑ i, h i / 2 * (x i - softShares h i) ^ 2 := by
  have hS : softness h ≠ 0 :=
    (sum_pos (fun i _ => one_div_pos.mpr (hh i)) univ_nonempty).ne'
  -- expand the square fragment by fragment
  have key : ∀ i, h i / 2 * (x i - softShares h i) ^ 2 =
      h i * x i ^ 2 / 2 - x i / softness h + (1 / h i) / (2 * softness h ^ 2) := by
    intro i
    have hi := (hh i).ne'
    unfold softShares
    field_simp
    ring
  have h1 : ∑ i, x i / softness h = 1 / softness h := by rw [← sum_div, hx]
  have h2 : ∑ i, (1 / h i) / (2 * softness h ^ 2) = 1 / (2 * softness h) := by
    rw [← sum_div]
    change softness h / (2 * softness h ^ 2) = _
    field_simp
  have h3 := sum_congr (rfl : (univ : Finset ι) = univ) (fun i _ => key i)
  rw [h3, sum_add_distrib, sum_sub_distrib, h1, h2, energy_eq μ h hx]
  ring
```

The shares $s_i$ are themselves nonnegative and sum to one, so $s$ is admissible, with energy $\mu+1/(2S)$. The penalty is never negative, so no sharing lies lower. If $x$ is also a ground state, comparing it with $s$ forces its penalty to zero. A sum of nonnegative terms vanishes only if each term does, and $h_i>0$ then gives $x_i=s_i$. The theorem states this as an equivalence, `IsGround μ h x ↔ x = softShares h`, together with the energy.

```lean
/-- For positive hardnesses the softness-weighted sharing is the one and only ground state, and
its energy is `μ + 1 / (2 S)`, with `S` the total softness. -/
theorem isGround_iff_softShares [Nonempty ι] (μ : ℝ) {h : ι → ℝ} (hh : ∀ i, 0 < h i) :
    (∀ x, IsGround μ h x ↔ x = softShares h) ∧
      energy μ h (softShares h) = μ + 1 / (2 * softness h) := by
  have hS : 0 < softness h := sum_pos (fun i _ => one_div_pos.mpr (hh i)) univ_nonempty
  have hs : Sharing (softShares h) := by
    refine ⟨fun i => div_nonneg (one_div_pos.mpr (hh i)).le hS.le, ?_⟩
    change ∑ i, (1 / h i) / softness h = 1
    rw [← sum_div]
    exact div_self hS.ne'
  have he : energy μ h (softShares h) = μ + 1 / (2 * softness h) := by
    rw [energy_excess μ hh hs.2]
    simp
  have nn : ∀ y : ι → ℝ, ∀ i ∈ univ, 0 ≤ h i / 2 * (y i - softShares h i) ^ 2 :=
    fun y i _ => mul_nonneg (half_pos (hh i)).le (sq_nonneg _)
  refine ⟨fun x => ⟨?_, ?_⟩, he⟩
  · rintro ⟨hx, hmin⟩
    have h1 := hmin _ hs
    rw [he, energy_excess μ hh hx.2] at h1
    -- the penalty vanishes, hence each of its terms does
    have h3 := le_antisymm (by linarith) (sum_nonneg (nn x))
    funext i
    have h4 := (sum_eq_zero_iff_of_nonneg (nn x)).1 h3 i (mem_univ i)
    have h5 := (mul_eq_zero.1 h4).resolve_left (half_pos (hh i)).ne'
    exact sub_eq_zero.1 ((pow_eq_zero_iff two_ne_zero).1 h5)
  · rintro rfl
    refine ⟨hs, fun y hy => ?_⟩
    rw [he, energy_excess μ hh hy.2]
    linarith [sum_nonneg (nn y)]
```

As an instance, take two fragments with $h=(2,4)$ in some energy unit. Then $S=\tfrac12+\tfrac14=\tfrac34$, the shares are $\left(\tfrac23,\tfrac13\right)$, and the energy is $\mu+\tfrac23$. Direct evaluation agrees: $\tfrac12\cdot2\cdot\tfrac49+\tfrac12\cdot4\cdot\tfrac19=\tfrac23$. The localized states lie higher, at $\mu+1$ and $\mu+2$.

## Negative hardness: the electron picks one fragment

Let $k$ be a fragment of lowest hardness. Subtracting $\mu+h_k/2$ from the energy, with $h_k/2$ written as $\tfrac12h_k\sum_i x_i$, gives

$$E(x)-\mu-\tfrac12h_k=\sum_i\left[\tfrac12(h_i-h_k)x_i^2-\tfrac12h_k\,x_i(1-x_i)\right].$$

The first term in the bracket is nonnegative because $h_k$ is lowest (`na`). The second is nonnegative because $h_k<0$ and $0\le x_i\le1$ (`nb`). Localization on $k$ is therefore a ground state.

Conversely, let $x$ be a ground state. Its excess over localization on $k$ is zero, so every term vanishes. Some fragment $j$ has $x_j\ne0$, since the shares sum to one. The second term then gives $x_j=1$, the first gives $h_j=h_k$, and nothing is left for the other fragments. If several fragments tie for the lowest hardness, each provides a ground state.

```lean
/-- For negative hardnesses the ground states are exactly the states localized on a fragment of
lowest hardness. -/
theorem isGround_iff_localized [DecidableEq ι] (μ : ℝ) {h : ι → ℝ} (hh : ∀ i, h i < 0)
    (x : ι → ℝ) :
    IsGround μ h x ↔ ∃ k, (∀ i, h k ≤ h i) ∧ x = localized k := by
  -- energy relative to localization on fragment k
  have ex : ∀ k, ∀ y : ι → ℝ, Sharing y → energy μ h y = μ + h k / 2 +
      ∑ i, ((h i - h k) / 2 * y i ^ 2 + -h k / 2 * (y i * (1 - y i))) := by
    intro k y hy
    have h1 : ∑ i, ((h i - h k) / 2 * y i ^ 2 + -h k / 2 * (y i * (1 - y i))) =
        ∑ i, h i * y i ^ 2 / 2 - h k / 2 * ∑ i, y i := by
      rw [mul_sum, ← sum_sub_distrib]
      exact sum_congr rfl (fun i _ => by ring)
    rw [h1, hy.2, energy_eq μ h hy.2]
    ring
  have nb : ∀ k, ∀ y : ι → ℝ, Sharing y → ∀ i, 0 ≤ -h k / 2 * (y i * (1 - y i)) := by
    intro k y hy i
    have h1 : y i ≤ ∑ j, y j := single_le_sum (fun m _ => hy.1 m) (mem_univ i)
    rw [hy.2] at h1
    exact mul_nonneg (by linarith [hh k]) (mul_nonneg (hy.1 i) (by linarith))
  have na : ∀ k, (∀ i, h k ≤ h i) → ∀ y : ι → ℝ, ∀ i, 0 ≤ (h i - h k) / 2 * y i ^ 2 :=
    fun k hk y i => mul_nonneg (by linarith [hk i]) (sq_nonneg _)
  constructor
  · rintro ⟨hx, hmin⟩
    obtain ⟨j, -, hj⟩ := exists_ne_zero_of_sum_ne_zero (by rw [hx.2]; exact one_ne_zero)
    have : Nonempty ι := ⟨j⟩
    obtain ⟨k, hk⟩ := Finite.exists_min h
    have h1 := hmin _ (energy_localized μ h k).1
    rw [(energy_localized μ h k).2, ex k x hx] at h1
    have nn : ∀ i ∈ univ, 0 ≤ (h i - h k) / 2 * x i ^ 2 + -h k / 2 * (x i * (1 - x i)) :=
      fun i _ => add_nonneg (na k hk x i) (nb k x hx i)
    have h2 := le_antisymm (by linarith) (sum_nonneg nn)
    have t := (sum_eq_zero_iff_of_nonneg nn).1 h2 j (mem_univ j)
    -- an occupied fragment holds the whole electron
    have hb : -h k / 2 * (x j * (1 - x j)) = 0 := by linarith [na k hk x j, nb k x hx j]
    have hc := (mul_eq_zero.1 hb).resolve_left (by linarith [hh k] : 0 < -h k / 2).ne'
    have hj1 : x j = 1 := by linarith [(mul_eq_zero.1 hc).resolve_left hj]
    rw [hj1] at t
    have hjk : h j = h k := by linarith
    refine ⟨j, fun i => hjk ▸ hk i, ?_⟩
    funext i
    by_cases hi : i = j
    · simp [localized, hi, hj1]
    · have h3 := add_sum_erase univ x (mem_univ j)
      have h4 : x i ≤ ∑ m ∈ univ.erase j, x m :=
        single_le_sum (fun m _ => hx.1 m) (mem_erase.2 ⟨hi, mem_univ i⟩)
      have h5 : x i = 0 := le_antisymm (by linarith [hx.2]) (hx.1 i)
      simp [localized, hi, h5]
  · rintro ⟨k, hk, rfl⟩
    refine ⟨(energy_localized μ h k).1, fun y hy => ?_⟩
    rw [(energy_localized μ h k).2, ex k y hy]
    linarith [sum_nonneg (fun i (_ : i ∈ univ) => add_nonneg (na k hk y i) (nb k y hy i))]
```

## Identical fragments and the dependence on their number

With a common $h<0$, every fragment has the lowest hardness, so every localized state is a ground state and there are no others.

```lean
/-- For identical fragments of negative hardness the ground states are exactly the localized
states. -/
theorem identical_isGround_iff [DecidableEq ι] (μ : ℝ) {h : ℝ} (hh : h < 0) (x : ι → ℝ) :
    IsGround μ (fun _ => h) x ↔ ∃ k, x = localized k := by
  rw [isGround_iff_localized μ (fun _ => hh) x]
  simp
```

With a common $h\neq0$, the total softness is $S=n/h$ and each share is $s_i=1/n$. For $h>0$, this and `isGround_iff_softShares` make equal sharing the unique ground state, with energy $\mu+h/(2n)$.

```lean
/-- For identical fragments of nonzero hardness the softness-weighted shares are all equal to
one over the number of fragments. -/
theorem softShares_identical {h : ℝ} (hh : h ≠ 0) :
    softShares (fun _ : ι => h) = fun _ => 1 / (Fintype.card ι : ℝ) := by
  funext i
  have : Nonempty ι := ⟨i⟩
  have hn : (Fintype.card ι : ℝ) ≠ 0 := Nat.cast_ne_zero.2 Fintype.card_ne_zero
  simp only [softShares, softness, sum_const, card_univ, nsmul_eq_mul]
  field_simp
```

The difference between the two extreme states follows by subtraction:

$$\left(\mu+\frac h2\right)-\left(\mu+\frac{h}{2n}\right)=\frac h2\left(1-\frac1n\right).$$

It holds for either sign of $h$. For a single fragment both states coincide and the difference is zero.

```lean
/-- For `n` identical fragments of hardness `h`, the energy of full localization minus that of
equal sharing is `h (1 - 1/n) / 2`. -/
theorem localization_gap [DecidableEq ι] (μ h : ℝ) (k : ι) :
    energy μ (fun _ => h) (localized k) -
        energy μ (fun _ : ι => h) (fun _ => 1 / (Fintype.card ι : ℝ)) =
      h * (1 - 1 / (Fintype.card ι : ℝ)) / 2 := by
  have : Nonempty ι := ⟨k⟩
  have hn : (Fintype.card ι : ℝ) ≠ 0 := Nat.cast_ne_zero.2 Fintype.card_ne_zero
  rw [(energy_localized μ (fun _ => h) k).2]
  simp only [energy, sum_const, card_univ, nsmul_eq_mul]
  field_simp
  ring

end

end SharedElectron
```

```lean
#print axioms SharedElectron.isGround_iff_softShares
-- 'SharedElectron.isGround_iff_softShares' depends on axioms: [propext, Classical.choice, Quot.sound]
#print axioms SharedElectron.identical_isGround_iff
-- 'SharedElectron.identical_isGround_iff' depends on axioms: [propext, Classical.choice, Quot.sound]
#print axioms SharedElectron.softShares_identical
-- 'SharedElectron.softShares_identical' depends on axioms: [propext, Classical.choice, Quot.sound]
#print axioms SharedElectron.localization_gap
-- 'SharedElectron.localization_gap' depends on axioms: [propext, Classical.choice, Quot.sound]
```

For $h>0$ the gap is $h/4$ at $n=2$ and $h/3$ at $n=3$, and it rises towards $h/2$ as fragments are added. In this quadratic model of non-interacting fragments, that is the delocalization error of an approximate density functional whose energy is exact at whole electron numbers but convex between them. The exact energy of each fragment is linear between whole electron numbers, which gives every sharing the energy $\mu+h/2$, and equal sharing falls below it by the gap. For $h<0$ the sign reverses, and the functional favours localization.

## Fragments with different chemical potentials

The square can also be completed when each fragment has its own $\mu_i$ and all $h_i>0$. Put $s_i=(\lambda-\mu_i)/h_i$, with $\lambda$ chosen so that $\sum_i s_i=1$. Then $\mu_i+h_is_i=\lambda$ on every fragment, the linear terms cancel, and

$$E(x)-E(s)=\sum_i\tfrac12h_i(x_i-s_i)^2 .$$

If all these $s_i$ are nonnegative, $s$ is the unique ground state, and $\lambda$ is the equalized chemical potential. This extension is derived here by hand only; the Lean theorems keep $\mu$ common.
